# Site-basis amplitudes of an electron pair that is diagonal in two rotated orbitals

Two electrons of opposite spin share two orthonormal site orbitals, and in a basis rotated by a real angle θ the pair occupies either one rotated orbital or the other, with real amplitudes `d 0` and `d 1`. The lemma gives the pair's amplitude matrix in the site basis, which is the product of the rotation, the diagonal matrix of amplitudes and the transposed rotation, as an explicit symmetric 2×2 matrix. No Hamiltonian enters, and the amplitudes need not be normalised; for a nonzero state, dividing every entry by √(d₀² + d₁²) gives the normalised values. The attempt compares the two sides entry by entry, expanding the products with `simp` and leaving the remaining algebra to `ring`.

The first attempt, which Lean rejects:

```lean
import Mathlib

open Matrix

namespace RotatedPair

noncomputable section

/-- Rotation of the two site orbitals by the angle `θ`. -/
def rot (θ : ℝ) : Matrix (Fin 2) (Fin 2) ℝ :=
  !![Real.cos θ, -Real.sin θ; Real.sin θ, Real.cos θ]

/-- A seniority-zero state in rotated orbitals, written in the site basis. -/
theorem rotated_pair (θ : ℝ) (d : Fin 2 → ℝ) :
    rot θ * Matrix.diagonal d * (rot θ)ᵀ =
      !![Real.cos θ ^ 2 * d 0 + Real.sin θ ^ 2 * d 1, Real.cos θ * Real.sin θ * (d 0 - d 1);
        Real.cos θ * Real.sin θ * (d 0 - d 1),
        Real.sin θ ^ 2 * d 0 + Real.cos θ ^ 2 * d 1] := by
  ext i j
  fin_cases i <;> fin_cases j <;>
    simp [rot, Matrix.mul_apply, Fin.sum_univ_two, Matrix.diagonal_apply] <;> ring

end

end RotatedPair
```

The compiler's answer:

```
Try this:
  [apply] ring_nf
  
  The `ring` tactic failed to close the goal. Use `ring_nf` to obtain a normal form.
    
  Note that `ring` works primarily in *commutative* rings. If you have a noncommutative ring, abelian group or module, consider using `noncomm_ring`, `abel` or `module` instead.
Try this:
  [apply] ring_nf
  
  The `ring` tactic failed to close the goal. Use `ring_nf` to obtain a normal form.
    
  Note that `ring` works primarily in *commutative* rings. If you have a noncommutative ring, abelian group or module, consider using `noncomm_ring`, `abel` or `module` instead.
Try this:
  [apply] ring_nf
  
  The `ring` tactic failed to close the goal. Use `ring_nf` to obtain a normal form.
    
  Note that `ring` works primarily in *commutative* rings. If you have a noncommutative ring, abelian group or module, consider using `noncomm_ring`, `abel` or `module` instead.
Try this:
  [apply] ring_nf
  
  The `ring` tactic failed to close the goal. Use `ring_nf` to obtain a normal form.
    
  Note that `ring` works primarily in *commutative* rings. If you have a noncommutative ring, abelian group or module, consider using `noncomm_ring`, `abel` or `module` instead.
Main.lean:18:56: error: unsolved goals
case «0».«0»
θ : ℝ
d : Fin 2 → ℝ
⊢ -(Real.sin θ * (![Real.cos θ, -Real.sin θ] ᵥ* diagonal d) 1) +
      (![Real.cos θ, -Real.sin θ] ᵥ* diagonal d) 0 * Real.cos θ =
    Real.sin θ ^ 2 * d 1 + Real.cos θ ^ 2 * d 0

case «0».«1»
θ : ℝ
d : Fin 2 → ℝ
⊢ Real.sin θ * (![Real.cos θ, -Real.sin θ] ᵥ* diagonal d) 0 +
      (![Real.cos θ, -Real.sin θ] ᵥ* diagonal d) 1 * Real.cos θ =
    Real.sin θ * Real.cos θ * d 0 - Real.sin θ * Real.cos θ * d 1

case «1».«0»
θ : ℝ
d : Fin 2 → ℝ
⊢ (![Real.sin θ, Real.cos θ] ᵥ* diagonal d) 0 * Real.cos θ - (![Real.sin θ, Real.cos θ] ᵥ* diagonal d) 1 * Real.sin θ =
    Real.cos θ * Real.sin θ * d 0 - Real.cos θ * Real.sin θ * d 1

case «1».«1»
θ : ℝ
d : Fin 2 → ℝ
⊢ (![Real.sin θ, Real.cos θ] ᵥ* diagonal d) 0 * Real.sin θ + (![Real.sin θ, Real.cos θ] ᵥ* diagonal d) 1 * Real.cos θ =
    Real.sin θ ^ 2 * d 0 + Real.cos θ ^ 2 * d 1
Main.lean:21:51: warning: This simp argument is unused:
  Matrix.diagonal_apply

Hint: Omit it from the simp argument list.
  [apply] simp [rot, Matrix.mul_apply, Fin.sum_univ_two]

Note: This linter can be disabled with `set_option linter.unusedSimpArgs false`
```

Fix (accepted with no message):

```diff
@@ -17,7 +17,11 @@
         Real.cos θ * Real.sin θ * (d 0 - d 1),
         Real.sin θ ^ 2 * d 0 + Real.cos θ ^ 2 * d 1] := by
+  have hd : Matrix.diagonal d = !![d 0, 0; 0, d 1] := by
+    ext i j
+    fin_cases i <;> fin_cases j <;> simp
+  rw [hd]
   ext i j
   fin_cases i <;> fin_cases j <;>
-    simp [rot, Matrix.mul_apply, Fin.sum_univ_two, Matrix.diagonal_apply] <;> ring
+    simp [rot, Matrix.mul_apply, Fin.sum_univ_two] <;> ring
 
 end
```

The four `ring_nf` suggestions say that `ring` failed to close any of the four entries, and the error lists what was left. In each goal `simp` has turned part of the matrix product into a row vector times a matrix, such as `![Real.cos θ, -Real.sin θ] ᵥ* diagonal d`, and has not evaluated its components. To `ring` these components are opaque numbers, so it cannot relate them to `d 0` and `d 1`. `Matrix.diagonal_apply` could not help, because it rewrites an entry of `diagonal d`, and here the matrix stands whole inside the vector product; the warning confirms that the lemma was unused.

The repair first proves, as `hd`, that `Matrix.diagonal d` equals the explicit matrix `!![d 0, 0; 0, d 1]`, and `rw [hd]` puts that matrix into the goal. With its rows written out, `simp` can evaluate the products, and what remains is ordinary real algebra within reach of `ring`. Dropping `Matrix.diagonal_apply` from the final `simp` is mere tidying.
